# Absorption integrals of the Debye and Rocard susceptibilities: one diverges, the other is πΔ/(2ττ')

## Two susceptibilities and their sign convention

Let $w$ be a real angular frequency, $\Delta$ the static susceptibility, and $\tau,\tau'$ two relaxation times. The Debye and Rocard susceptibilities are

$$\chi_D(w)=\frac{\Delta}{1-iw\tau},\qquad \chi_R(w)=\frac{\Delta}{(1-iw\tau)(1-iw\tau')} .$$

Fields vary in time as $e^{-iwt}$. With positive parameters, absorption then means $\operatorname{Im}\chi(w)>0$ at $w>0$. The quantity to be integrated over positive frequencies is $w\operatorname{Im}\chi(w)$.

## Relaxation with and without inertia

For a polarisation $P$ driven by a field $E$, in units where $P=\chi E$, the two models correspond to

$$\tau\dot P+P=\Delta E,\qquad \tau\tau'\ddot P+(\tau+\tau')\dot P+P=\Delta E .$$

The Debye equation has no second derivative: a sudden field sets $\dot P$ to a finite value at once, as if the dipoles had no inertia. The Rocard equation contains an inertial term.

For charges with inertia, the f-sum rule fixes $\int_0^\infty w\operatorname{Im}\chi\,dw$ through their densities, charges and masses. The theorems here concern the integral within each model. They do not derive $\Delta/(\tau\tau')$ from microscopic constants.

The divergence of the Debye integral matters when a dielectric spectrum, measured or simulated, is fitted by a single classical Debye term: that term cannot be carried to infinite frequency in an f-sum check.

## Divergence for Debye, a finite value for Rocard

The theorem `debye_f_sum_fails` assumes $\Delta,\tau>0$ and states that $w\operatorname{Im}\chi_D(w)\to\Delta/\tau$ as $w\to\infty$, and that this function is not integrable on $(0,\infty)$.

The theorem `rocard_f_sum` assumes $\Delta,\tau,\tau'>0$ and states that $w\operatorname{Im}\chi_R(w)$ is integrable on $(0,\infty)$, with

$$\int_0^\infty w\operatorname{Im}\chi_R(w)\,dw=\frac{\pi\Delta}{2\tau\tau'} .$$

Equal times are allowed. A third theorem, `rocard_high_frequency`, gives $w^2\chi_R(w)\to-\Delta/(\tau\tau')$ for $\tau,\tau'>0$ and any real $\Delta$.

In Lean, `debye` and `rocard` take real parameters and a real frequency and return a complex number, whose imaginary part is `.im`. The set `Ioi 0` is the open half-line $(0,\infty)$, `IntegrableOn` means Lebesgue integrability there, and `Tendsto … atTop (𝓝 a)` is the limit $a$ as $w\to\infty$. Lean assigns the value 0 to the integral of a non-integrable function. The Rocard value is positive, so it already implies integrability, which the theorem also states explicitly.

The model is a scalar linear response with real relaxation times. An underdamped resonance, which would need complex $\tau$ and $\tau'$, is not covered, and neither are spatial dispersion and local fields.

## The Debye plateau

Multiplying numerator and denominator by $1+iw\tau$ gives

$$w\operatorname{Im}\chi_D(w)=\frac{\Delta\tau w^2}{1+(w\tau)^2}=\frac{\Delta\tau}{w^{-2}+\tau^2}\quad(w>0),$$

which tends to $\Delta\tau/\tau^2=\Delta/\tau$. For the integral up to a cutoff $W$, write

$$\tau^2\,\frac{\Delta\tau w^2}{1+(w\tau)^2}=\Delta\left(\tau-\frac{\tau}{1+(w\tau)^2}\right),$$

so that

$$\tau^2\int_0^W w\operatorname{Im}\chi_D\,dw=\Delta\,(W\tau-\arctan W\tau)\ \ge\ \Delta\left(W\tau-\frac{\pi}{2}\right).$$

The right-hand side grows without bound. An integrable function would give a finite limit.

## The Rocard antiderivative

The Rocard denominator is $1-w^2\tau\tau'-iw(\tau+\tau')$, with squared modulus $(1+w^2\tau^2)(1+w^2\tau'^2)$. Therefore

$$w\operatorname{Im}\chi_R(w)=\frac{\Delta(\tau+\tau')w^2}{(1+w^2\tau^2)(1+w^2\tau'^2)} .$$

For $\tau\ne\tau'$, partial fractions turn this into

$$\frac{\Delta}{\tau-\tau'}\left[\frac{1}{1+w^2\tau'^2}-\frac{1}{1+w^2\tau^2}\right],$$

with antiderivative

$$G(w)=\frac{\Delta}{\tau-\tau'}\left[\frac{\arctan w\tau'}{\tau'}-\frac{\arctan w\tau}{\tau}\right].$$

Here $G(0)=0$, and as $w\to\infty$

$$G(w)\to\frac{\Delta}{\tau-\tau'}\cdot\frac{\pi}{2}\cdot\frac{\tau-\tau'}{\tau\tau'}=\frac{\pi\Delta}{2\tau\tau'} .$$

For $\tau=\tau'$ the integrand is $2\Delta\tau w^2/(1+w^2\tau^2)^2$, and

$$G(w)=\Delta\left[\frac{\arctan w\tau}{\tau^2}-\frac{w}{\tau(1+w^2\tau^2)}\right].$$

Its derivative is

$$\Delta\,\frac{(1+w^2\tau^2)-(1-w^2\tau^2)}{\tau(1+w^2\tau^2)^2}=\frac{2\Delta\tau w^2}{(1+w^2\tau^2)^2},$$

as required. The rational term vanishes at infinity, leaving $\pi\Delta/(2\tau^2)$.

The high-frequency tail follows by taking one factor $w$ out of each bracket in the denominator:

$$w^2\chi_R(w)=\frac{\Delta}{(w^{-1}-i\tau)(w^{-1}-i\tau')}\to\frac{\Delta}{(-i\tau)(-i\tau')}=-\frac{\Delta}{\tau\tau'} .$$

The coefficient $\Delta/(\tau\tau')$ of this inertial tail, multiplied by $\pi/2$, is the value of the integral.

## Letting the second time go to zero

At $\tau'=0$ the Rocard formula becomes the Debye formula. For small positive $\tau'$, the integrand stays near the plateau $\Delta/\tau$ when $1/\tau\ll w\ll1/\tau'$, and then falls off as $1/w^2$. The integral grows as $1/\tau'$, in keeping with the Debye divergence.

## Both models in Lean

```lean
import Mathlib

open Filter Topology MeasureTheory Set

namespace DebyeRocardSumRule

noncomputable section

/-- The Debye susceptibility `Δ / (1 - i w τ)` of overdamped relaxation. -/
def debye (Δ τ w : ℝ) : ℂ := (Δ : ℂ) / (1 - Complex.I * w * τ)

/-- The Rocard susceptibility `Δ / ((1 - i w τ) (1 - i w τ'))`, with a second relaxation time. -/
def rocard (Δ τ τ' w : ℝ) : ℂ :=
  (Δ : ℂ) / ((1 - Complex.I * w * τ) * (1 - Complex.I * w * τ'))

/-- The f-sum integrand `w Im χ(w)` of the Debye model in closed form. -/
theorem debye_absorption (Δ τ w : ℝ) :
    w * (debye Δ τ w).im = Δ * τ * w ^ 2 / (1 + (w * τ) ^ 2) := by
  have hre : (1 - Complex.I * w * τ : ℂ).re = 1 := by simp
  have him : (1 - Complex.I * w * τ : ℂ).im = -(w * τ) := by simp
  unfold debye
  rw [Complex.div_im, Complex.normSq_apply, hre, him, Complex.ofReal_re, Complex.ofReal_im]
  ring

/-- The f-sum integrand `w Im χ(w)` of the Rocard model in closed form. -/
theorem rocard_absorption (Δ τ τ' w : ℝ) :
    w * (rocard Δ τ τ' w).im =
      Δ * (τ + τ') * w ^ 2 / ((1 + (w * τ) ^ 2) * (1 + (w * τ') ^ 2)) := by
  have hre : ((1 - Complex.I * w * τ) * (1 - Complex.I * w * τ') : ℂ).re
      = 1 - w * τ * (w * τ') := by simp
  have him : ((1 - Complex.I * w * τ) * (1 - Complex.I * w * τ') : ℂ).im
      = -(w * τ') - w * τ := by
    simp
    ring
  have hn : Complex.normSq ((1 - Complex.I * w * τ) * (1 - Complex.I * w * τ'))
      = (1 + (w * τ) ^ 2) * (1 + (w * τ') ^ 2) := by
    rw [Complex.normSq_apply, hre, him]; ring
  unfold rocard
  rw [Complex.div_im, hn, hre, him, Complex.ofReal_re, Complex.ofReal_im]
  ring

/-- The derivative of `arctan (w c)` with respect to `w` is the Lorentzian `c / (1 + (w c)²)`. -/
theorem hasDerivAt_arctan_scaled (c w : ℝ) :
    HasDerivAt (fun x : ℝ => Real.arctan (x * c)) (c / (1 + (w * c) ^ 2)) w := by
  have h : HasDerivAt (fun x : ℝ => Real.arctan (x * c)) (1 / (1 + (w * c) ^ 2) * c) w :=
    (hasDerivAt_mul_const c).arctan
  exact h.congr_deriv (by ring)

/-- For `c > 0`, `arctan (w c)` tends to `π / 2` at high frequency. -/
theorem tendsto_arctan_scaled {c : ℝ} (hc : 0 < c) :
    Tendsto (fun x : ℝ => Real.arctan (x * c)) atTop (𝓝 (Real.pi / 2)) :=
  (Real.tendsto_arctan_atTop.mono_right nhdsWithin_le_nhds).comp
    (tendsto_id.atTop_mul_const hc)

/-- The Debye f-sum integral up to a cutoff frequency `W`, multiplied by `τ²`, equals
`Δ (W τ - arctan (W τ))`. -/
theorem debye_partial_sum (Δ τ W : ℝ) :
    τ ^ 2 * ∫ w in (0 : ℝ)..W, w * (debye Δ τ w).im
      = Δ * (W * τ - Real.arctan (W * τ)) := by
  simp_rw [debye_absorption]
  rw [← intervalIntegral.integral_const_mul]
  have hderiv : ∀ w ∈ uIcc 0 W, HasDerivAt (fun x : ℝ => Δ * (x * τ - Real.arctan (x * τ)))
      (τ ^ 2 * (Δ * τ * w ^ 2 / (1 + (w * τ) ^ 2))) w := by
    intro w _
    have h := ((hasDerivAt_mul_const τ (x := w)).fun_sub
      (hasDerivAt_arctan_scaled τ w)).const_mul Δ
    refine h.congr_deriv ?_
    have h1 : 1 + (w * τ) ^ 2 ≠ 0 := by positivity
    field_simp
    ring
  have hcont : Continuous (fun w : ℝ => τ ^ 2 * (Δ * τ * w ^ 2 / (1 + (w * τ) ^ 2))) :=
    continuous_const.mul
      (Continuous.div (by fun_prop) (by fun_prop) (fun w => by positivity))
  rw [intervalIntegral.integral_eq_sub_of_hasDerivAt hderiv (hcont.intervalIntegrable 0 W)]
  simp

/-- In the Debye model `w Im χ(w)` tends to the plateau `Δ / τ` at high frequency, and it is
not integrable over positive frequencies. -/
theorem debye_f_sum_fails {Δ τ : ℝ} (hΔ : 0 < Δ) (hτ : 0 < τ) :
    Tendsto (fun w : ℝ => w * (debye Δ τ w).im) atTop (𝓝 (Δ / τ)) ∧
      ¬ IntegrableOn (fun w : ℝ => w * (debye Δ τ w).im) (Ioi 0) := by
  constructor
  · -- divide numerator and denominator by `w²`
    have hi : Tendsto (fun w : ℝ => w⁻¹) atTop (𝓝 0) := tendsto_inv_atTop_zero
    have h : Tendsto (fun w : ℝ => Δ * τ / ((w⁻¹) ^ 2 + τ ^ 2)) atTop
        (𝓝 (Δ * τ / ((0 : ℝ) ^ 2 + τ ^ 2))) :=
      tendsto_const_nhds.div ((hi.pow 2).add_const _) (by positivity)
    have hl : Δ * τ / ((0 : ℝ) ^ 2 + τ ^ 2) = Δ / τ := by
      rw [div_eq_div_iff (by positivity) hτ.ne']; ring
    rw [hl] at h
    refine h.congr' ?_
    filter_upwards [eventually_gt_atTop 0] with w hw
    rw [debye_absorption, div_eq_div_iff (by positivity) (by positivity)]
    field_simp
  · -- the integral up to a cutoff grows without bound
    intro hI
    have t := (intervalIntegral_tendsto_integral_Ioi 0 hI tendsto_id).const_mul (τ ^ 2)
    have up : Tendsto (fun W : ℝ => Δ * (W * τ + -(Real.pi / 2))) atTop atTop :=
      (tendsto_atTop_add_const_right _ (-(Real.pi / 2))
        (tendsto_id.atTop_mul_const hτ)).const_mul_atTop hΔ
    have up' : Tendsto (fun W : ℝ => τ ^ 2 * ∫ w in (0 : ℝ)..W, w * (debye Δ τ w).im)
        atTop atTop := by
      refine tendsto_atTop_mono (fun W => ?_) up
      rw [debye_partial_sum]
      have := Real.arctan_lt_pi_div_two (W * τ)
      exact mul_le_mul_of_nonneg_left (by linarith) hΔ.le
    exact not_tendsto_nhds_of_tendsto_atTop up' _ t

/-- The Rocard integrand `w Im χ(w)` has an antiderivative that vanishes at zero frequency and
tends to `π Δ / (2 τ τ')` at high frequency. -/
theorem rocard_antiderivative (Δ : ℝ) {τ τ' : ℝ} (hτ : 0 < τ) (hτ' : 0 < τ') :
    ∃ G : ℝ → ℝ, G 0 = 0 ∧ (∀ w, HasDerivAt G (w * (rocard Δ τ τ' w).im) w) ∧
      Tendsto G atTop (𝓝 (Real.pi * Δ / (2 * τ * τ'))) := by
  obtain rfl | hne := eq_or_ne τ τ'
  · -- equal times: an arctangent and a rational term
    refine ⟨fun w => Δ * (Real.arctan (w * τ) / τ ^ 2 - w / (τ * (1 + w * τ * (w * τ)))),
      by simp, fun w => ?_, ?_⟩
    · have hm : HasDerivAt (fun x : ℝ => x * τ) τ w := hasDerivAt_mul_const τ
      have hd := ((hm.fun_mul hm).const_add 1).const_mul τ
      have h0 : τ * (1 + w * τ * (w * τ)) ≠ 0 := by
        have := mul_self_nonneg (w * τ)
        positivity
      have h := (((hasDerivAt_arctan_scaled τ w).div_const (τ ^ 2)).fun_sub
        ((hasDerivAt_id' w).fun_div hd h0)).const_mul Δ
      refine h.congr_deriv ?_
      rw [rocard_absorption]
      have h1 : 1 + (w * τ) ^ 2 ≠ 0 := by positivity
      have h2 : 1 + w * τ * (w * τ) = 1 + (w * τ) ^ 2 := by ring
      rw [h2]
      field_simp
      ring
    · have hi : Tendsto (fun w : ℝ => w⁻¹) atTop (𝓝 0) := tendsto_inv_atTop_zero
      have h : Tendsto (fun w : ℝ => w⁻¹ / (τ * ((w⁻¹) ^ 2 + τ ^ 2))) atTop
          (𝓝 (0 / (τ * ((0 : ℝ) ^ 2 + τ ^ 2)))) :=
        hi.div (((hi.pow 2).add_const _).const_mul τ) (by positivity)
      have h' : Tendsto (fun w : ℝ => w / (τ * (1 + w * τ * (w * τ)))) atTop (𝓝 0) := by
        rw [zero_div] at h
        refine h.congr' ?_
        filter_upwards [eventually_gt_atTop 0] with w hw
        rw [div_eq_div_iff (by positivity) (by positivity)]
        field_simp
      have hl : Real.pi * Δ / (2 * τ * τ) = Δ * (Real.pi / 2 / τ ^ 2 - 0) := by
        field_simp
        ring
      rw [hl]
      exact (((tendsto_arctan_scaled hτ).div_const _).sub h').const_mul Δ
  · -- distinct times: partial fractions give two arctangents
    have hs : τ - τ' ≠ 0 := sub_ne_zero.mpr hne
    refine ⟨fun w => Δ / (τ - τ') * (Real.arctan (w * τ') / τ' - Real.arctan (w * τ) / τ),
      by simp, fun w => ?_, ?_⟩
    · have h := (((hasDerivAt_arctan_scaled τ' w).div_const τ').fun_sub
        ((hasDerivAt_arctan_scaled τ w).div_const τ)).const_mul (Δ / (τ - τ'))
      refine h.congr_deriv ?_
      rw [rocard_absorption]
      have h1 : 1 + (w * τ) ^ 2 ≠ 0 := by positivity
      have h2 : 1 + (w * τ') ^ 2 ≠ 0 := by positivity
      field_simp
      ring
    · have hl : Real.pi * Δ / (2 * τ * τ')
          = Δ / (τ - τ') * (Real.pi / 2 / τ' - Real.pi / 2 / τ) := by
        field_simp
      rw [hl]
      exact (((tendsto_arctan_scaled hτ').div_const _).sub
        ((tendsto_arctan_scaled hτ).div_const _)).const_mul _

/-- In the Rocard model `w Im χ(w)` is integrable over positive frequencies, and its integral
is `π Δ / (2 τ τ')`. -/
theorem rocard_f_sum {Δ τ τ' : ℝ} (hΔ : 0 < Δ) (hτ : 0 < τ) (hτ' : 0 < τ') :
    IntegrableOn (fun w : ℝ => w * (rocard Δ τ τ' w).im) (Ioi 0) ∧
      ∫ w in Ioi (0 : ℝ), w * (rocard Δ τ τ' w).im = Real.pi * Δ / (2 * τ * τ') := by
  obtain ⟨G, h0, hG, hlim⟩ := rocard_antiderivative Δ hτ hτ'
  have hpos : ∀ w ∈ Ioi (0 : ℝ), 0 ≤ w * (rocard Δ τ τ' w).im := by
    intro w _
    rw [rocard_absorption]
    positivity
  refine ⟨integrableOn_Ioi_deriv_of_nonneg' (fun w _ => hG w) hpos hlim, ?_⟩
  rw [integral_Ioi_of_hasDerivAt_of_nonneg' (fun w _ => hG w) hpos hlim, h0, sub_zero]

/-- In the Rocard model `w² χ(w)` tends to `-Δ / (τ τ')` at high frequency. -/
theorem rocard_high_frequency (Δ : ℝ) {τ τ' : ℝ} (hτ : 0 < τ) (hτ' : 0 < τ') :
    Tendsto (fun w : ℝ => (w : ℂ) ^ 2 * rocard Δ τ τ' w) atTop
      (𝓝 (-((Δ : ℂ) / (τ * τ')))) := by
  have hi : Tendsto (fun w : ℝ => ((w⁻¹ : ℝ) : ℂ)) atTop (𝓝 ((0 : ℝ) : ℂ)) :=
    (Complex.continuous_ofReal.tendsto 0).comp tendsto_inv_atTop_zero
  have e : (((0 : ℝ) : ℂ) - Complex.I * τ) * (((0 : ℝ) : ℂ) - Complex.I * τ')
      = -((τ : ℂ) * τ') := by
    push_cast
    linear_combination ((τ : ℂ) * τ') * Complex.I_sq
  have hne : -((τ : ℂ) * τ') ≠ 0 :=
    neg_ne_zero.mpr (mul_ne_zero (Complex.ofReal_ne_zero.mpr hτ.ne')
      (Complex.ofReal_ne_zero.mpr hτ'.ne'))
  have hden := (hi.sub_const (Complex.I * τ)).mul (hi.sub_const (Complex.I * τ'))
  rw [e] at hden
  have h := (tendsto_const_nhds (x := (Δ : ℂ))).div hden hne
  rw [div_neg] at h
  refine h.congr' ?_
  filter_upwards [eventually_gt_atTop 0] with w hw
  have hw' : (w : ℂ) ≠ 0 := Complex.ofReal_ne_zero.mpr hw.ne'
  -- pull one factor `w` out of each relaxation denominator
  have key : ∀ t : ℂ, 1 - Complex.I * w * t = w * (((w⁻¹ : ℝ) : ℂ) - Complex.I * t) := by
    intro t
    rw [Complex.ofReal_inv, mul_sub, mul_inv_cancel₀ hw']
    ring
  have hprod : ∀ a b : ℂ, (w : ℂ) * a * (w * b) = (w : ℂ) ^ 2 * (a * b) := by
    intro a b; ring
  unfold rocard
  rw [key, key, hprod, ← mul_div_assoc, mul_div_mul_left _ _ (pow_ne_zero 2 hw')]
  simp only [Pi.div_apply]

end

end DebyeRocardSumRule
```

```lean
#print axioms DebyeRocardSumRule.rocard_absorption
-- 'DebyeRocardSumRule.rocard_absorption' depends on axioms: [propext, Classical.choice, Quot.sound]
#print axioms DebyeRocardSumRule.debye_f_sum_fails
-- 'DebyeRocardSumRule.debye_f_sum_fails' depends on axioms: [propext, Classical.choice, Quot.sound]
#print axioms DebyeRocardSumRule.rocard_f_sum
-- 'DebyeRocardSumRule.rocard_f_sum' depends on axioms: [propext, Classical.choice, Quot.sound]
#print axioms DebyeRocardSumRule.rocard_high_frequency
-- 'DebyeRocardSumRule.rocard_high_frequency' depends on axioms: [propext, Classical.choice, Quot.sound]
```

## From closed forms to the Debye divergence

The lemmas `debye_absorption` and `rocard_absorption` compute the real and imaginary parts of the denominators, apply the formula for the imaginary part of a quotient, and finish with `ring`. They hold for all real parameters. `hasDerivAt_arctan_scaled` and `tendsto_arctan_scaled` supply the derivative of $\arctan(wc)$ and, for $c>0$, its limit $\pi/2$.

`debye_partial_sum` is the cutoff formula. It differentiates $\Delta(w\tau-\arctan w\tau)$, checks the result against the integrand with `field_simp` and `ring`, and applies the fundamental theorem of calculus. Keeping $\tau^2$ on the left avoids a division, so the identity also holds at $\tau=0$.

In `debye_f_sum_fails`, the plateau comes from the form with $w^{-2}$ in the denominator. For the second claim, the proof assumes integrability as `hI`. Then `intervalIntegral_tendsto_integral_Ioi` makes the cutoff integrals converge, while `up'` sends them to infinity through the lower bound $\Delta(W\tau-\pi/2)$. The two limits contradict each other.

## Nonnegativity turns a limit into integrability

`rocard_antiderivative` packages the function $G$ with its three properties: $G(0)=0$, the correct derivative everywhere, and the limit at infinity. The split `eq_or_ne τ τ'` selects one of the two formulas above. Each case is proved separately there, and the proof of `rocard_f_sum` can then use $G$ without distinguishing them.

The proof of `rocard_f_sum` turns on the Mathlib lemma `integrableOn_Ioi_deriv_of_nonneg'`. It says that if $G$ has derivative $g$ on $[0,\infty)$, $g\ge0$ on $(0,\infty)$, and $G$ has a finite limit at infinity, then $g$ is integrable on $(0,\infty)$. No separate decay estimate is needed. The sign condition matters: $\sin w/w$ has convergent cutoff integrals but is not Lebesgue integrable on the half-line. Here `hpos` obtains the sign from the closed form and the positive parameters. The companion lemma `integral_Ioi_of_hasDerivAt_of_nonneg'` then evaluates the integral as the limit of $G$ minus $G(0)$.

In `rocard_high_frequency`, `key` takes the factor $w$ out of each bracket, `e` evaluates the limiting denominator using $i^2=-1$, and `hne` records that it is nonzero, which justifies taking the limit of the quotient.
